# One-centre X-ray emission intensity is |d|² times the local p population when the 1s–p dipole matrix has cubic symmetry

A valence-to-core X-ray emission spectrum can be estimated from a ground-state orbital calculation in one short step. For each occupied valence orbital one reads off the three coefficients of the p functions on the atom that carries the 1s hole, adds their squared moduli, and uses the sum as the relative line strength. The step replaces a transition dipole by a population. In an independent-particle picture with one p shell on the emitting atom and with all contributions from other centres, and from on-site functions outside the p shell, left out, the squared transition dipole summed over three perpendicular polarisations is exactly a constant times this population, provided that the 3×3 matrix of dipole integrals between the 1s function and the p shell commutes with the symmetry operations of the cube.

## The dipole matrix, the intensity and the population

Let r_a be the Cartesian components of the electron position measured from the emitting nucleus, and let p_b be the three real p functions of one shell, directed along the same axes. The dipole matrix is

    D_ab = ⟨1s| r_a |p_b⟩.

A valence orbital φ is written as Σ_b c_b p_b plus a remainder, with complex coefficients c_b. The remainder consists of functions on other atoms, which the one-centre approximation drops, and of functions on the emitting atom outside the p shell. If the latter are s, d and higher functions, their dipole integrals with a spherical 1s function vanish by the angular selection rule; for a distorted core function they need not vanish and are dropped as well. With the remainder left out, the emission amplitude for polarisation along axis a is

    ⟨1s| r_a |φ⟩ ≈ Σ_b D_ab c_b = (Dc)_a.

Rows of D carry the polarisation and columns carry the orbital, and both are labelled by the same set of axes. In Lean this set is an arbitrary finite type `n`. The physical case is `Fin 3`, whose elements 0, 1, 2 stand for x, y, z.

```lean
import Mathlib

open Matrix

namespace OneCentreEmission

noncomputable section

variable {n : Type*} [Fintype n] [DecidableEq n]
```

The operations that map the cube onto itself permute the axes and reverse some of them. For a permutation σ of the axes and signs s_j = ±1, the matrix R(σ,s) sends the unit vector along axis j to s_j times the unit vector along axis σ(j):

    R(σ,s)_ij = s_j δ(i, σ(j)),

where δ is the Kronecker symbol. The signs have type `ℤˣ`, the invertible integers, which are exactly +1 and −1, and they are cast to complex numbers.

```lean
/-- The signed permutation matrix that sends axis `j` to `s j = ±1` times axis `σ j`. -/
def signedPerm (σ : Equiv.Perm n) (s : n → ℤˣ) : Matrix n n ℂ :=
  Matrix.of fun i j => if i = σ j then ((s j : ℤ) : ℂ) else 0
```

The symmetry condition comes from the transformation of the three factors in D_ab. Let U be the unitary operator of a point operation with real orthogonal matrix R. Suppose that U leaves the 1s function unchanged and that the p functions and the coordinates both transform as vectors:

    U p_b = Σ_b' p_b' R_b'b,    U r_a U† = Σ_a' r_a' R_a'a.

Inserting U†U on both sides of r_a gives

    D_ab = Σ_a'b' R_a'a D_a'b' R_b'b,

which is D = RᵀDR, and multiplication by R from the left gives RD = DR. The condition concerns the atom-centred functions and not the molecule. It stands for a spherical core function and three p functions with a common radial part, or at least for a site whose distortion of these functions respects the cube. The coefficient vector c is not required to have any symmetry. The Lean development takes the commutation relation as its hypothesis, so the argument just given, like the radial integral and the point-group names quoted below, is ordinary physics placed beside the checked statements.

```lean
/-- The dipole matrix `D a b = ⟨1s| r_a |p_b⟩` has cubic symmetry if it commutes with every
signed permutation of the axes. -/
def CubicSymmetric (D : Matrix n n ℂ) : Prop :=
  ∀ (σ : Equiv.Perm n) (s : n → ℤˣ), D * signedPerm σ s = signedPerm σ s * D
```

The intensity summed over three orthogonal polarisations is

    I(c) = ‖Dc‖² = Σ_a |(Dc)_a|².

In the code `D *ᵥ c` is the matrix–vector product, and `‖ ‖` applied to a complex number is its modulus. Photon-energy factors and physical constants are left out of I.

```lean
/-- Emission intensity `‖D c‖²`, summed over the polarisation axes, of an orbital with local
p coefficients `c`. -/
def emissionIntensity (D : Matrix n n ℂ) (c : n → ℂ) : ℝ := ∑ a, ‖(D *ᵥ c) a‖ ^ 2
```

The local p population is

    P(c) = ‖c‖² = Σ_b |c_b|².

This reading treats the three p functions as orthonormal. Overlap with functions on neighbouring atoms does not enter, so in a non-orthogonal atomic basis P is the net on-site population. The vector c need not be normalised, since an orbital has only part of its weight in the shell.

```lean
/-- Local p population `‖c‖²` of an orbital with local p coefficients `c`. -/
def pPopulation (c : n → ℂ) : ℝ := ∑ b, ‖c b‖ ^ 2
```

## How one symmetry operation relates two dipole elements

Take DR = RD for a single R = R(σ,s) and compare the entries in row σ(i) and column j. On the left the Kronecker symbol selects the summation index k = σ(j):

    (DR)_σ(i),j = Σ_k D_σ(i),k s_j δ(k, σ(j)) = D_σ(i),σ(j) s_j.

On the right it selects k = i, because σ is injective:

    (RD)_σ(i),j = Σ_k s_k δ(σ(i), σ(k)) D_kj = s_i D_ij.

Equating the two expressions gives

    D_σ(i),σ(j) s_j = s_i D_ij.

```lean
/-- Commutation with one signed permutation relates the dipole elements at `(σ i, σ j)` and
`(i, j)` through the signs of the two axes. -/
theorem covariance {D : Matrix n n ℂ} {σ : Equiv.Perm n} {s : n → ℤˣ}
    (h : D * signedPerm σ s = signedPerm σ s * D) (i j : n) :
    D (σ i) (σ j) * ((s j : ℤ) : ℂ) = ((s i : ℤ) : ℂ) * D i j := by
  have key := congrFun (congrFun h (σ i)) j
  simpa [Matrix.mul_apply, signedPerm] using key
```

The two applications of `congrFun` extract the entry at row `σ i` and column `j`, and `simpa` expands the products and collapses both sums as above.

## A reflection removes the off-diagonal elements

Let i ≠ j, let σ be the identity, and reverse axis i alone, so that s_i = −1 and s_j = +1. The relation becomes

    D_ij = −D_ij,

and therefore 2D_ij = 0 and D_ij = 0. An x-polarised photon does not connect the 1s function to p_y or p_z. Only sign changes are used, and the hypothesis of `offDiagonal_eq_zero` is correspondingly weaker than full symmetry. The `1` in `signedPerm 1 s` is the identity permutation.

```lean
/-- Symmetry under all sign changes of the axes makes the off-diagonal dipole elements
vanish. -/
theorem offDiagonal_eq_zero {D : Matrix n n ℂ}
    (h : ∀ s : n → ℤˣ, D * signedPerm 1 s = signedPerm 1 s * D) {i j : n} (hij : i ≠ j) :
    D i j = 0 := by
  -- reflect axis `i` only: `D i j = - D i j`
  have key := covariance (h fun k => if k = i then -1 else 1) i j
  simp only [Equiv.Perm.one_apply, if_true, if_neg hij.symm, Units.val_neg, Units.val_one,
    Int.cast_neg, Int.cast_one] at key
  linear_combination key / 2
```

The sign pattern is the function `fun k => if k = i then -1 else 1`, and `linear_combination key / 2` is the division by two.

## An exchange of axes equates the diagonal elements

Now let all signs be +1 and let σ exchange i and j. The relation taken at the index pair (i, i), where σ(i) = j, reads

    D_jj = D_ii.

For i = j the exchange is the identity and the equation is trivial, so no case is excluded.

```lean
/-- Symmetry under all unsigned permutations of the axes makes the diagonal dipole elements
equal. -/
theorem diagonal_eq {D : Matrix n n ℂ}
    (h : ∀ σ : Equiv.Perm n, D * signedPerm σ (fun _ => 1) = signedPerm σ (fun _ => 1) * D)
    (i j : n) : D j j = D i i := by
  -- exchange the axes `i` and `j`
  have key := covariance (h (Equiv.swap i j)) i i
  simpa using key
```

## Cubic symmetry holds exactly for multiples of the identity

Choose any axis k and put d = D_kk. All diagonal entries equal d and all others vanish, so

    D = d·1,

with 1 the identity matrix. Conversely (d·1)R = dR = R(d·1) for every R, so a scalar matrix has the symmetry.

```lean
/-- A dipole matrix has cubic symmetry exactly when it is a complex multiple of the
identity. -/
theorem cubicSymmetric_iff_scalar (D : Matrix n n ℂ) :
    CubicSymmetric D ↔ ∃ d : ℂ, D = d • (1 : Matrix n n ℂ) := by
  constructor
  · intro h
    rcases isEmpty_or_nonempty n with hn | ⟨⟨k⟩⟩
    · exact ⟨0, by ext i j; exact isEmptyElim i⟩
    · refine ⟨D k k, ?_⟩
      ext i j
      by_cases hij : i = j
      · subst hij
        have hd := diagonal_eq (fun σ => h σ _) k i
        simp [hd]
      · have h0 := offDiagonal_eq_zero (fun s => h 1 s) hij
        simp [h0, Matrix.one_apply_ne hij]
  · rintro ⟨d, rfl⟩ σ s
    simp
```

The theorem `cubicSymmetric_iff_scalar` is an equivalence for every finite index set. The proof splits on whether an axis k exists. For an empty index set there are no entries and d = 0 serves. When an axis k exists, which includes the case of a single axis, d = D_kk is chosen and the entries are compared one at a time, with `diagonal_eq` for i = j and `offDiagonal_eq_zero` for i ≠ j.

## The intensity is |d|² times the population

With D = d·1 the amplitude along axis a is d c_a, and

    I(c) = Σ_a |d c_a|² = |d|² Σ_a |c_a|² = |d|² P(c).

```lean
/-- A dipole matrix with cubic symmetry is `d` times the identity, and the emission intensity
of every orbital is `|d|²` times its local p population. -/
theorem intensity_eq_population {D : Matrix n n ℂ} (h : CubicSymmetric D) :
    ∃ d : ℂ, D = d • (1 : Matrix n n ℂ) ∧
      ∀ c : n → ℂ, emissionIntensity D c = ‖d‖ ^ 2 * pPopulation c := by
  obtain ⟨d, rfl⟩ := (cubicSymmetric_iff_scalar D).mp h
  refine ⟨d, rfl, fun c => ?_⟩
  have hv : ∀ a, ((d • (1 : Matrix n n ℂ)) *ᵥ c) a = d * c a := by
    intro a
    simp [Matrix.mulVec, dotProduct, Matrix.one_apply]
  simp only [emissionIntensity, pPopulation, hv, norm_mul, mul_pow, Finset.mul_sum]
```

The order of the quantifiers in `intensity_eq_population` carries the physics. One number d is fixed by D, and the formula then holds for every c, so the ratios of intensities between orbitals are the ratios of their populations whenever d ≠ 0. The theorem gives no value for d and allows d = 0, in which case nothing is emitted. In the proof `hv` is the statement (Dc)_a = d c_a, and `norm_mul`, `mul_pow` and `Finset.mul_sum` move |d|² out of the sum.

## Proper rotations suffice in odd dimension

The reflection and the exchange used above both have determinant −1. A site with the rotations of the cube but without mirror planes does not possess them, and it is natural to ask whether the conclusion survives. The matrix R(σ,s) is the diagonal matrix diag(s) with its rows permuted,

    R(σ,s)_ij = diag(s)_σ⁻¹(i),j.

Permuting rows multiplies a determinant by the sign of the permutation, and σ⁻¹ has the same sign as σ. Hence

    det R(σ,s) = sign(σ) · ∏_j s_j.

```lean
/-- The determinant of a signed permutation matrix is the sign of the permutation times the
product of the axis signs. -/
theorem det_signedPerm (σ : Equiv.Perm n) (s : n → ℤˣ) :
    (signedPerm σ s).det = (((Equiv.Perm.sign σ * ∏ j, s j : ℤˣ) : ℤ) : ℂ) := by
  have e : signedPerm σ s
      = (Matrix.diagonal fun j => ((s j : ℤ) : ℂ)).submatrix σ.symm id := by
    ext i j
    by_cases h : i = σ j
    · subst h
      simp [signedPerm]
    · have h' : σ.symm i ≠ j := fun e => h (by rw [← e]; simp)
      simp [signedPerm, h, h']
  rw [e, Matrix.det_permute, Matrix.det_diagonal]
  simp [Units.coe_prod]
```

The step `e` is the row-permutation identity, and `Matrix.det_permute` and `Matrix.det_diagonal` supply the two factors.

The determinant is thus ±1. Let N be the number of axes and suppose that D commutes with every R of determinant +1. If det R(σ,s) = −1, reverse all the signs. Then R(σ,−s) = −R(σ,s), and for odd N

    det(−R) = (−1)^N det R = +1.

So D commutes with −R, and cancelling the sign in D(−R) = (−R)D gives DR = RD. In three dimensions −1 is the inversion. The negative of the reflection of axis i is the twofold rotation about that axis, and the negative of the x–y exchange is the twofold rotation about the direction (1, −1, 0)/√2. The group of 48 operations, O_h, imposes no more on D than its 24 rotations, O.

```lean
/-- In odd dimension, commutation with the signed permutations of determinant one (the proper
rotations) already gives full cubic symmetry. -/
theorem cubicSymmetric_of_proper {D : Matrix n n ℂ} (hodd : Odd (Fintype.card n))
    (h : ∀ (σ : Equiv.Perm n) (s : n → ℤˣ), (signedPerm σ s).det = 1 →
      D * signedPerm σ s = signedPerm σ s * D) : CubicSymmetric D := by
  intro σ s
  rcases Int.units_eq_one_or (Equiv.Perm.sign σ * ∏ j, s j) with hu | hu
  · exact h σ s (by rw [det_signedPerm, hu]; simp)
  · -- an improper operation is the inversion times a proper one
    have hneg : signedPerm σ (-s) = -signedPerm σ s := by
      ext i j
      by_cases hij : i = σ j <;> simp [signedPerm, hij]
    have key := h σ (-s) (by
      rw [hneg, Matrix.det_neg, hodd.neg_one_pow, det_signedPerm, hu]; simp)
    rw [hneg] at key
    simpa using key
```

The `rcases` line splits on the two values of the determinant, `hneg` is the identity R(σ,−s) = −R(σ,s), and `hodd.neg_one_pow` evaluates (−1)^N. Oddness is used only there. For even N the matrix −R has the same determinant as R and this argument gives nothing.

## A band of orbitals in three dimensions

A spectrum collects many orbitals. Let k run over a finite set S of orbital labels, with coefficient vectors c_k and real weights f_k. Applying the intensity formula to each term gives

    Σ_k∈S f_k I(c_k) = Σ_k∈S f_k |d|² P(c_k) = |d|² Σ_k∈S f_k P(c_k).

```lean
/-- For three p orbitals and a dipole matrix that commutes with the proper signed
permutations, `D` is `d` times the identity, and any weighted sum of orbital intensities is
`|d|²` times the same weighted sum of local p populations. -/
theorem band_intensity_three {ι : Type*} {D : Matrix (Fin 3) (Fin 3) ℂ}
    (h : ∀ (σ : Equiv.Perm (Fin 3)) (s : Fin 3 → ℤˣ), (signedPerm σ s).det = 1 →
      D * signedPerm σ s = signedPerm σ s * D) :
    ∃ d : ℂ, D = d • (1 : Matrix (Fin 3) (Fin 3) ℂ) ∧
      ∀ (S : Finset ι) (f : ι → ℝ) (c : ι → Fin 3 → ℂ),
        ∑ k ∈ S, f k * emissionIntensity D (c k)
          = ‖d‖ ^ 2 * ∑ k ∈ S, f k * pPopulation (c k) := by
  obtain ⟨d, hd, hI⟩ := intensity_eq_population (cubicSymmetric_of_proper ⟨1, by simp⟩ h)
  refine ⟨d, hd, fun S f c => ?_⟩
  rw [Finset.mul_sum]
  exact Finset.sum_congr rfl fun k _ => by rw [hI]; ring
```

The theorem `band_intensity_three` assumes commutation with the proper signed permutations only, and `⟨1, by simp⟩` records that 3 = 2·1 + 1 is odd. The labels have an arbitrary type `ι`, and the weights are arbitrary real numbers. Intensities are added and amplitudes are not, so the final states belonging to different orbitals are treated as incoherent. The same D serves for every k, which means a single core function and a single p radial function across the band. Orbital relaxation around the core hole, many-electron final states, two-centre integrals, quadrupole transitions and the intensity along one fixed polarisation are not part of the statement.

As a numerical instance take d = 0.1 in some unit of length and two orbitals,

    c_0 = (0.3, 0.4i, 0),    c_1 = (0.2, 0.2, 0.1).

The populations are P(c_0) = 0.09 + 0.16 = 0.25 and P(c_1) = 0.04 + 0.04 + 0.01 = 0.09. The amplitudes are Dc_0 = (0.03, 0.04i, 0) and Dc_1 = (0.02, 0.02, 0.01), so I(c_0) = 0.0025 and I(c_1) = 0.0009. With weights f_0 = 2 and f_1 = 1,

    2 · 0.0025 + 0.0009 = 0.0059 = 0.01 · (2 · 0.25 + 0.09).

In a program the step is a loop over occupied orbitals. For each photon energy E on a grid, f_k is the occupation times a line-shape function centred on the transition energy of orbital k, together with any power of the photon energy that one wishes to include. Apart from such a power, the right-hand sum is then a broadened p-projected density of occupied states on the emitting atom, and |d|² is an overall scale. For functions written as a real radial factor u_s(r) or u_p(r) times a normalised real spherical harmonic, with ∫ u(r)² r² dr = 1, the angular integration gives

    d = (1/√3) ∫ u_s(r) u_p(r) r³ dr.

A basis with several p shells on the atom has one such d for each shell. The amplitudes of the shells add before squaring, and the total p population is then not the quantity that the theorem describes. The scalar form of D also refers to Cartesian p functions paired with Cartesian polarisations.

## Sign changes alone can leave the intensity anisotropic

Both kinds of operation were used, and either kind alone leaves room for a matrix whose intensity is not proportional to the population. Let D = diag(1, 1, 2), which describes a p_z function that differs radially from p_x and p_y. A sign change R(1,s) is diagonal, and diagonal matrices commute. The two unit vectors along x and z have

    I(1,0,0) = 1,    I(0,0,1) = 4,    P(1,0,0) = P(0,0,1) = 1.

A real constant κ with I(c) = κP(c) for all c would have to equal both 1 and 4.

```lean
/-- The matrix `diag(1, 1, 2)` commutes with all sign changes of the axes, and its emission
intensity is not proportional to the local p population. -/
theorem signs_alone_fail :
    (∀ s : Fin 3 → ℤˣ, Matrix.diagonal ![(1 : ℂ), 1, 2] * signedPerm 1 s
        = signedPerm 1 s * Matrix.diagonal ![(1 : ℂ), 1, 2]) ∧
      ¬ ∃ κ : ℝ, ∀ c : Fin 3 → ℂ,
        emissionIntensity (Matrix.diagonal ![(1 : ℂ), 1, 2]) c = κ * pPopulation c := by
  constructor
  · intro s
    ext i j
    rw [Matrix.diagonal_mul, Matrix.mul_diagonal]
    by_cases h : i = j
    · subst h
      exact mul_comm _ _
    · simp [signedPerm, h]
  · rintro ⟨κ, h⟩
    have a1 : emissionIntensity (Matrix.diagonal ![(1 : ℂ), 1, 2]) ![1, 0, 0] = 1 := by
      simp [emissionIntensity, Matrix.mulVec_diagonal, Fin.sum_univ_succ]
    have a2 : emissionIntensity (Matrix.diagonal ![(1 : ℂ), 1, 2]) ![0, 0, 1] = 4 := by
      simp [emissionIntensity, Matrix.mulVec_diagonal, Fin.sum_univ_succ]
      norm_num
    have p1 : pPopulation ![(1 : ℂ), 0, 0] = 1 := by
      simp [pPopulation, Fin.sum_univ_succ]
    have p2 : pPopulation ![(0 : ℂ), 0, 1] = 1 := by
      simp [pPopulation, Fin.sum_univ_succ]
    rw [h, p1] at a1
    rw [h, p2] at a2
    linarith
```

The values `a1`, `a2`, `p1`, `p2` are these four numbers, and `linarith` finds the contradiction once the assumed relation has been substituted.

## Permutations alone can leave a preferred diagonal direction

Let J be the 3×3 matrix with all entries one, and let R be an unsigned permutation matrix. Each row and each column of R contains a single one, so every entry of JR and of RJ equals one and the two products agree. The action on a vector is

    Jc = (c_x + c_y + c_z)(1, 1, 1),

where c_x, c_y, c_z are the components with indices 0, 1, 2. For c = (1, 0, 0) the intensity is 3 and the population is 1, which forces κ = 3. For c = (1, −1, 0) the intensity is 0 and the population is 2, which forces 2κ = 0. The normalised vector (1, −1, 0)/√2 has population 1 and intensity 0. The matrix J is an algebraic example and not a realistic dipole matrix: a p shell distorted along the (1, 1, 1) direction gives a matrix a·1 + bJ, and J is the extreme case a = 0, b = 1. The two examples show that each family of operations is insufficient by itself. They do not say that cubic symmetry is necessary for proportionality. In the proof, `e` rewrites i = σ(k) as σ⁻¹(i) = k so that the sum in RJ collapses to one term, and the rest follows the pattern of the diagonal example.

```lean
/-- The matrix with all entries one commutes with all unsigned permutations of the axes, and
its emission intensity is not proportional to the local p population. -/
theorem permutations_alone_fail :
    (∀ σ : Equiv.Perm (Fin 3), (Matrix.of fun _ _ => (1 : ℂ)) * signedPerm σ (fun _ => 1)
        = signedPerm σ (fun _ => 1) * (Matrix.of fun _ _ => (1 : ℂ))) ∧
      ¬ ∃ κ : ℝ, ∀ c : Fin 3 → ℂ,
        emissionIntensity (Matrix.of fun _ _ => (1 : ℂ)) c = κ * pPopulation c := by
  constructor
  · intro σ
    ext i j
    have e : ∀ k, i = σ k ↔ σ.symm i = k := fun k => by rw [Equiv.symm_apply_eq]
    simp [Matrix.mul_apply, signedPerm, e]
  · rintro ⟨κ, h⟩
    have a1 : emissionIntensity (Matrix.of fun _ _ => (1 : ℂ)) ![1, 0, 0] = 3 := by
      simp [emissionIntensity, Matrix.mulVec, dotProduct, Fin.sum_univ_succ]
    have a2 : emissionIntensity (Matrix.of fun _ _ => (1 : ℂ)) ![1, -1, 0] = 0 := by
      simp [emissionIntensity, Matrix.mulVec, dotProduct, Fin.sum_univ_succ]
    have p1 : pPopulation ![(1 : ℂ), 0, 0] = 1 := by
      simp [pPopulation, Fin.sum_univ_succ]
    have p2 : pPopulation ![(1 : ℂ), -1, 0] = 2 := by
      simp [pPopulation, Fin.sum_univ_succ]
      norm_num
    rw [h, p1] at a1
    rw [h, p2] at a2
    linarith

end

end OneCentreEmission
```

```lean
#print axioms OneCentreEmission.intensity_eq_population
#print axioms OneCentreEmission.band_intensity_three
#print axioms OneCentreEmission.signs_alone_fail
#print axioms OneCentreEmission.permutations_alone_fail
```

```
'OneCentreEmission.intensity_eq_population' depends on axioms: [propext, Classical.choice, Quot.sound]
'OneCentreEmission.band_intensity_three' depends on axioms: [propext, Classical.choice, Quot.sound]
'OneCentreEmission.signs_alone_fail' depends on axioms: [propext, Classical.choice, Quot.sound]
'OneCentreEmission.permutations_alone_fail' depends on axioms: [propext, Classical.choice, Quot.sound]
```
